# Random mixing of species with fixed responses cannot raise their mean dispersion coefficient

A species has to be represented by something, and here it is a real function of imaginary frequency $u$, its isotropic polarizability $\alpha(iu)$ in atomic units. The predicate `IsResponse` requires continuity for $u\ge 0$ and square-integrability; positivity and decay with $u$ are not required. The model assumes that neighbours do not alter a response.

```lean
import Mathlib

open MeasureTheory Set

namespace DispersionMixing

noncomputable section

/-- A response at imaginary frequency `u`: continuous for `u ≥ 0` and square-integrable
over `u > 0`. -/
def IsResponse (f : ℝ → ℝ) : Prop :=
  ContinuousOn f (Ici 0) ∧ IntegrableOn (fun u => f u ^ 2) (Ioi 0)
```

The Casimir–Polder coefficient of responses $f$ and $g$ is `c6 f g`, written $C(f,g)=\frac{3}{\pi}\int_0^\infty f(u)g(u)\,du$. At large separation $R$, and without retardation, the leading dispersion energy of a pair is $-C/R^6$, so for pairs at a given separation a smaller mean coefficient means weaker mean attraction from this term.

```lean
/-- The Casimir–Polder dispersion coefficient `(3/π) ∫ f(u) g(u) du` over `u > 0`,
for square-integrable responses `f` and `g`. -/
def c6 (f g : ℝ → ℝ) : ℝ := 3 / Real.pi * ∫ u in Ioi (0 : ℝ), f u * g u
```

The results bear on mixture models in simulation that compute pairwise, isotropic $C_6$ coefficients from fixed responses by this formula, with mixed and separated species compared at the same geometry. Structural relaxation, many-body dispersion and interfaces between separated species are left out.

**(a)** Show that $fg$ is integrable for responses $f,g$.

From $(|f|-|g|)^2\ge 0$ we get $|fg|\le \tfrac12(f^2+g^2)\le f^2+g^2$, which is integrable. Continuity supplies measurability. In Lean, `Integrable.mono'` makes the comparison and `nlinarith` proves the bound.

```lean
/-- The product of two responses is integrable, so their dispersion coefficient is a
genuine integral. -/
theorem IsResponse.integrable_mul {f g : ℝ → ℝ} (hf : IsResponse f) (hg : IsResponse g) :
    Integrable (fun u => f u * g u) (volume.restrict (Ioi 0)) := by
  refine Integrable.mono' (Integrable.add hf.2 hg.2)
    (((hf.1.mul hg.1).mono Ioi_subset_Ici_self).aestronglyMeasurable measurableSet_Ioi)
    (Filter.Eventually.of_forall fun u => ?_)
  show |f u * g u| ≤ f u ^ 2 + g u ^ 2
  rw [abs_le]
  constructor <;>
    nlinarith [sq_nonneg (f u + g u), sq_nonneg (f u - g u), sq_nonneg (f u), sq_nonneg (g u)]
```

**(b)** Show that $f-g$ is a response.

It is continuous, and $(f-g)^2=f^2+g^2-2fg$ is integrable by (a).

```lean
/-- The difference of two responses is again continuous and square-integrable. -/
theorem IsResponse.sub {f g : ℝ → ℝ} (hf : IsResponse f) (hg : IsResponse g) :
    IsResponse (f - g) := by
  refine ⟨hf.1.sub hg.1, ?_⟩
  have h := Integrable.sub (Integrable.add hf.2 hg.2) ((hf.integrable_mul hg).const_mul 2)
  refine Integrable.congr h (Filter.Eventually.of_forall fun u => ?_)
  show f u ^ 2 + g u ^ 2 - 2 * (f u * g u) = (f u - g u) ^ 2
  ring
```

**(c)** Show that
$$C(f-g,f-g)=C(f,f)+C(g,g)-2C(f,g).$$

Integrate the expansion in (b) term by term and multiply by $3/\pi$. Part (a) justifies splitting the integral, which is the step `key`.

```lean
/-- The dispersion coefficient of the difference of two responses with itself is the sum of
the two like coefficients minus twice the unlike one. -/
theorem c6_sub_self {f g : ℝ → ℝ} (hf : IsResponse f) (hg : IsResponse g) :
    c6 (f - g) (f - g) = c6 f f + c6 g g - 2 * c6 f g := by
  have h1 := hf.integrable_mul hf
  have h2 := hg.integrable_mul hg
  have h3 := (hf.integrable_mul hg).const_mul 2
  have h12 : Integrable (fun u => f u * f u + g u * g u) (volume.restrict (Ioi 0)) :=
    h1.add h2
  have key : ∫ u in Ioi (0 : ℝ), (f - g) u * (f - g) u =
      (∫ u in Ioi (0 : ℝ), f u * f u) + (∫ u in Ioi (0 : ℝ), g u * g u)
        - 2 * ∫ u in Ioi (0 : ℝ), f u * g u := by
    rw [← integral_const_mul, ← integral_add h1 h2, ← integral_sub h12 h3]
    congr 1
    funext u
    simp only [Pi.sub_apply]
    ring
  unfold c6
  rw [key]
  ring
```

**(d)** Show that $C(f,f)\ge 0$.

The integrand is $f^2\ge 0$ and the prefactor is positive. Lean states this for every function, since it assigns a non-integrable function the integral zero.

```lean
/-- The dispersion coefficient of any function with itself is nonnegative. -/
theorem c6_self_nonneg (f : ℝ → ℝ) : 0 ≤ c6 f f :=
  mul_nonneg (by positivity) (integral_nonneg fun u => mul_self_nonneg (f u))
```

**(e)** Show that, for a response,
$$C(f,f)=0\iff f(u)=0\ \text{for all }u\ge 0.$$

If $f$ vanishes, so does the integral. Conversely, a zero integral of $f^2\ge0$ forces $f^2=0$ almost everywhere. A nonzero value at some $u>0$ would persist on an interval by continuity, a contradiction; the limit $u\to0^+$ then gives $f(0)=0$. These two uses of continuity are `hopen` and `hclosed`.

```lean
/-- For a continuous square-integrable response, the like coefficient vanishes exactly when
the response is zero at every frequency `u ≥ 0`. -/
theorem c6_self_eq_zero_iff {f : ℝ → ℝ} (hf : IsResponse f) :
    c6 f f = 0 ↔ ∀ u, 0 ≤ u → f u = 0 := by
  have hpi : 3 / Real.pi ≠ 0 := by positivity
  rw [c6, mul_eq_zero, or_iff_right hpi]
  constructor
  · intro h
    have hae : (fun u => f u * f u) =ᵐ[volume.restrict (Ioi 0)] fun _ => (0 : ℝ) :=
      (integral_eq_zero_iff_of_nonneg (fun u => mul_self_nonneg (f u))
        (hf.integrable_mul hf)).1 h
    -- continuity turns "almost everywhere" into "everywhere", first for u > 0, then at u = 0
    have hopen : EqOn (fun u => f u * f u) (fun _ => (0 : ℝ)) (Ioi 0) :=
      Measure.eqOn_open_of_ae_eq hae isOpen_Ioi
        ((hf.1.mul hf.1).mono Ioi_subset_Ici_self) continuousOn_const
    have hclosed : EqOn (fun u => f u * f u) (fun _ => (0 : ℝ)) (Ici 0) :=
      hopen.of_subset_closure (hf.1.mul hf.1) continuousOn_const Ioi_subset_Ici_self
        (by rw [closure_Ioi])
    intro u hu
    exact mul_self_eq_zero.1 (hclosed hu)
  · intro h
    refine setIntegral_eq_zero_of_forall_eq_zero fun u hu => ?_
    rw [h u (le_of_lt hu), zero_mul]
```

**(f)** Let finitely many species $i$ have responses $a_i$, and put $C_{ij}=C(a_i,a_j)$ and $D_{ij}=C(a_i-a_j,a_i-a_j)$. Let the weights $P_{ij}$ have row and column sums $x_i$: each member of a pair then follows the overall composition, while short-range order remains possible. Show that
$$\sum_i x_iC_{ii}-\sum_{ij}P_{ij}C_{ij}=\tfrac12\sum_{ij}P_{ij}D_{ij}.$$

By (c),
$$\sum_{ij}P_{ij}D_{ij}=\sum_{ij}P_{ij}C_{ii}+\sum_{ij}P_{ij}C_{jj}-2\sum_{ij}P_{ij}C_{ij}.$$
The row sums turn the first term into $\sum_i x_iC_{ii}$, and the column sums do the same for the second (`h1`, `h2`). Halve the result.

```lean
variable {ι : Type*} [Fintype ι]

/-- If the pair weights `P i j` have row and column sums `x i`, the dispersion lost relative
to the separated species is half the weighted sum of the coefficients of the response
differences. -/
theorem dispersion_loss_eq {a : ι → ℝ → ℝ} (ha : ∀ i, IsResponse (a i))
    {x : ι → ℝ} {P : ι → ι → ℝ}
    (hrow : ∀ i, ∑ j, P i j = x i) (hcol : ∀ j, ∑ i, P i j = x j) :
    ∑ i, x i * c6 (a i) (a i) - ∑ i, ∑ j, P i j * c6 (a i) (a j) =
      1 / 2 * ∑ i, ∑ j, P i j * c6 (a i - a j) (a i - a j) := by
  have h1 : ∑ i, ∑ j, P i j * c6 (a i) (a i) = ∑ i, x i * c6 (a i) (a i) :=
    Finset.sum_congr rfl fun i _ => by rw [← Finset.sum_mul, hrow]
  have h2 : ∑ i, ∑ j, P i j * c6 (a j) (a j) = ∑ i, x i * c6 (a i) (a i) := by
    rw [Finset.sum_comm]
    exact Finset.sum_congr rfl fun j _ => by rw [← Finset.sum_mul, hcol]
  -- expand the square for every pair
  have h3 : ∑ i, ∑ j, P i j * c6 (a i - a j) (a i - a j) =
      ∑ i, ∑ j, P i j * c6 (a i) (a i) + ∑ i, ∑ j, P i j * c6 (a j) (a j)
        - 2 * ∑ i, ∑ j, P i j * c6 (a i) (a j) := by
    simp only [Finset.mul_sum, ← Finset.sum_add_distrib, ← Finset.sum_sub_distrib]
    refine Finset.sum_congr rfl fun i _ => Finset.sum_congr rfl fun j _ => ?_
    rw [c6_sub_self (ha i) (ha j)]
    ring
  rw [h3, h1, h2]
  ring
```

**(g)** For $P_{ij}\ge0$, show that
$$\sum_{ij}P_{ij}C_{ij}\le\sum_i x_iC_{ii},$$
with equality iff $a_i=a_j$ on $[0,\infty)$ whenever $P_{ij}>0$.

Every term $P_{ij}D_{ij}$ is nonnegative by (d), so (f) gives the inequality. Equality makes each term vanish; where $P_{ij}>0$, $D_{ij}=0$, and (e) applies to $a_i-a_j$. Conversely, every term then has a zero factor.

```lean
/-- For responses `a i` and nonnegative pair weights with row and column sums `x i`, the
pair-weighted sum of dispersion coefficients is at most the sum of the like coefficients weighted by
`x i`; the two are equal exactly when any two species paired with positive weight have responses
that agree at every frequency `u ≥ 0`. -/
theorem correlated_mixing_loses_dispersion {a : ι → ℝ → ℝ} (ha : ∀ i, IsResponse (a i))
    {x : ι → ℝ} {P : ι → ι → ℝ} (hP : ∀ i j, 0 ≤ P i j)
    (hrow : ∀ i, ∑ j, P i j = x i) (hcol : ∀ j, ∑ i, P i j = x j) :
    ∑ i, ∑ j, P i j * c6 (a i) (a j) ≤ ∑ i, x i * c6 (a i) (a i) ∧
    (∑ i, ∑ j, P i j * c6 (a i) (a j) = ∑ i, x i * c6 (a i) (a i) ↔
      ∀ i j, 0 < P i j → ∀ u, 0 ≤ u → a i u = a j u) := by
  have hloss := dispersion_loss_eq ha hrow hcol
  have hn : ∀ i j, 0 ≤ P i j * c6 (a i - a j) (a i - a j) :=
    fun i j => mul_nonneg (hP i j) (c6_self_nonneg _)
  have hrn : ∀ i, 0 ≤ ∑ j, P i j * c6 (a i - a j) (a i - a j) :=
    fun i => Finset.sum_nonneg fun j _ => hn i j
  have hS : 0 ≤ ∑ i, ∑ j, P i j * c6 (a i - a j) (a i - a j) :=
    Finset.sum_nonneg fun i _ => hrn i
  refine ⟨by linarith, fun h => ?_, fun h => ?_⟩
  · -- a vanishing sum of nonnegative losses vanishes pair by pair
    intro i j hij u hu
    have h0 : ∑ i, ∑ j, P i j * c6 (a i - a j) (a i - a j) = 0 := by linarith
    have hi := (Finset.sum_eq_zero_iff_of_nonneg fun i _ => hrn i).1 h0 i (Finset.mem_univ i)
    have hj := (Finset.sum_eq_zero_iff_of_nonneg fun j _ => hn i j).1 hi j (Finset.mem_univ j)
    have hc := (mul_eq_zero.1 hj).resolve_left hij.ne'
    exact sub_eq_zero.1 ((c6_self_eq_zero_iff ((ha i).sub (ha j))).1 hc u hu)
  · have h0 : ∑ i, ∑ j, P i j * c6 (a i - a j) (a i - a j) = 0 := by
      refine Finset.sum_eq_zero fun i _ => Finset.sum_eq_zero fun j _ => ?_
      rcases (hP i j).eq_or_lt with hz | hp
      · rw [← hz, zero_mul]
      · rw [(c6_self_eq_zero_iff ((ha i).sub (ha j))).2
          fun u hu => sub_eq_zero.2 (h i j hp u hu), mul_zero]
    linarith
```

**(h)** For mole fractions $x_i>0$ with $\sum_i x_i=1$, show that
$$\sum_{ij}x_ix_jC_{ij}\le\sum_i x_iC_{ii},$$
with equality iff all responses coincide on $[0,\infty)$.

Take $P_{ij}=x_ix_j$ in (g). Its row and column sums are $x_i$ because the fractions sum to one, and every pair has positive weight.

```lean
/-- Random mixing with positive mole fractions summing to one never raises the mean dispersion
coefficient above that of the separated species, and leaves it unchanged exactly when all
responses coincide at every frequency `u ≥ 0`. -/
theorem random_mixing_loses_dispersion {a : ι → ℝ → ℝ} (ha : ∀ i, IsResponse (a i))
    {x : ι → ℝ} (hx : ∀ i, 0 < x i) (hsum : ∑ i, x i = 1) :
    ∑ i, ∑ j, x i * x j * c6 (a i) (a j) ≤ ∑ i, x i * c6 (a i) (a i) ∧
    (∑ i, ∑ j, x i * x j * c6 (a i) (a j) = ∑ i, x i * c6 (a i) (a i) ↔
      ∀ i j, ∀ u, 0 ≤ u → a i u = a j u) := by
  -- random mixing is the uncorrelated pair distribution
  obtain ⟨h1, h2⟩ := correlated_mixing_loses_dispersion ha (x := x)
    (P := fun i j => x i * x j) (fun i j => (mul_pos (hx i) (hx j)).le)
    (fun i => by simp only [← Finset.mul_sum, hsum, mul_one])
    (fun j => by simp only [← Finset.sum_mul, hsum, one_mul])
  exact ⟨h1, h2.trans ⟨fun h i j => h i j (mul_pos (hx i) (hx j)), fun h i j _ => h i j⟩⟩
```

**(i)** For two species with fractions $x$ and $1-x$, show that the loss is
$$\begin{aligned}&xC(f,f)+(1-x)C(g,g)\\&\quad-\left[x^2C(f,f)+2x(1-x)C(f,g)+(1-x)^2C(g,g)\right]\\&=x(1-x)\,C(f-g,f-g).\end{aligned}$$

Since $x-x^2=(1-x)-(1-x)^2=x(1-x)$, the left side is $x(1-x)[C(f,f)+C(g,g)-2C(f,g)]$. Apply (c). The identity holds for every real $x$; fractions have $0\le x\le1$.

```lean
/-- In a binary random mixture with fractions `x` and `1 - x`, the lost dispersion is
`x (1 - x)` times the coefficient of the response difference with itself. -/
theorem binary_dispersion_loss {f g : ℝ → ℝ} (hf : IsResponse f) (hg : IsResponse g) (x : ℝ) :
    (x * c6 f f + (1 - x) * c6 g g)
      - (x ^ 2 * c6 f f + 2 * x * (1 - x) * c6 f g + (1 - x) ^ 2 * c6 g g) =
      x * (1 - x) * c6 (f - g) (f - g) := by
  rw [c6_sub_self hf hg]
  ring

end

end DispersionMixing
```

```lean
#print axioms DispersionMixing.random_mixing_loses_dispersion
#print axioms DispersionMixing.binary_dispersion_loss
```

```
'DispersionMixing.random_mixing_loses_dispersion' depends on axioms: [propext, Classical.choice, Quot.sound]
'DispersionMixing.binary_dispersion_loss' depends on axioms: [propext, Classical.choice, Quot.sound]
```

## An equal mixture of two model species

Take $f(u)=2/(1+u^2)$ and $g(u)=4/(4+u^2)$. For $p,q>0$,
$$\int_0^\infty\frac{du}{(p^2+u^2)(q^2+u^2)}=\frac{\pi}{2pq(p+q)},$$
so $C(f,f)=3$, $C(g,g)=1.5$ and $C(f,g)=2$. At $x=\tfrac12$ the separated mean is $2.25$ and the mixed mean is $0.75+1+0.375=2.125$. The loss, $0.125$, equals $\tfrac14(3+1.5-4)$.

## Coefficients from a frequency grid

A linear-response calculation can supply $\alpha_i(iu_k)$ at quadrature nodes $u_k$ with weights $w_k$, giving $C_{ij}\approx\frac{3}{\pi}\sum_k w_k\alpha_i(iu_k)\alpha_j(iu_k)$. With positive weights and a common grid, expanding the square inside this sum shows that the approximate coefficients also obey the inequality in (h), though equality then compares responses only at the nodes.
